# The correction from a nonlocal potential to the energy-weighted orbital-moment sum rule

An electron in a state $g$ absorbs circularly polarised light. Weight the squared matrix element of $x\pm iy$ for each transition by the excitation energy, sum over all final states, and subtract the result for one helicity from that for the other. For a local potential the difference measures the orbital moment of $g$. In a calculation with a nonlocal pseudopotential, however, the Hamiltonian contains a part $W$ that does not commute with position. What does the difference measure then?

The setting is one electron in the dipole approximation, with $\hbar=m=1$. The sum runs over the whole spectrum, and states below $g$ enter with negative weight. The X-ray dichroism sum rule is a different one: it is restricted to transitions from one core shell and concerns the orbital moment of the valence shell.

```lean
import Mathlib

open Complex

namespace DichroismSumRule

variable {V : Type*} [NormedAddCommGroup V] [InnerProductSpace ℂ V]
```

The states form a complex inner-product space `V`, and operators are linear maps defined on all of it (`Module.End ℂ V`). `V` need not be complete, so it may be a common domain that unbounded operators map into itself; finding one for a given Hamiltonian is left to the user.

## Orbital moment, correction and amplitude

The orbital moment is $L_z = x p_y - y p_x$.

```lean
/-- The orbital moment `Lz = x py - y px`. -/
noncomputable def orbitalMoment (x y px py : Module.End ℂ V) : Module.End ℂ V :=
  x * py - y * px
```

The candidate correction is $C = xWy - yWx$.

```lean
/-- The operator `x W y - y W x` built from the position operators and a potential `W`. -/
noncomputable def nonlocalTerm (W x y : Module.End ℂ V) : Module.End ℂ V :=
  x * W * y - y * W * x
```

The energy-weighted amplitude is $A(u,v)=\langle u,(H-E)v\rangle$, antilinear in $u$, as is Lean's `inner ℂ u v`. The energy $E$ is real.

```lean
/-- The energy-weighted amplitude `⟨u, (H - E) v⟩`. -/
noncomputable def energyWeighted (H : Module.End ℂ V) (E : ℝ) (u v : V) : ℂ :=
  inner ℂ u (H v - (E : ℂ) • v)
```

## What is assumed of the Hamiltonian

Write $H = T + W$, where $T$ holds the kinetic energy and any local potential. Since $[p^2/2,x]=-ip_x$ and a local potential commutes with $x$,
$$[H-W,x]=-ip_x,\qquad [H-W,y]=-ip_y .$$
These two relations are hypotheses, together with $xy=yx$, the symmetry of $x$ and $y$, and $Hg=Eg$.

```lean
/-- The sum-rule relations: `x` and `y` are symmetric and commute, `[H - W, x] = -i px`,
`[H - W, y] = -i py`, and `H g = E g`. -/
structure Relations (H W x y px py : Module.End ℂ V) (g : V) (E : ℝ) : Prop where
  symm_x : LinearMap.IsSymmetric x
  symm_y : LinearMap.IsSymmetric y
  comm : x * y = y * x
  velocity_x : (H - W) * x - x * (H - W) = (-I) • px
  velocity_y : (H - W) * y - y * (H - W) = (-I) • py
  eigen : H g = (E : ℂ) • g
```

Neither $H$ nor $W$ is required to be symmetric, and no canonical commutator between $x$ and $p_x$ is used. The state $g$ need not be normalised: $\langle g,Og\rangle$ is an expectation value when $\langle g,g\rangle=1$ and otherwise has to be divided by $\langle g,g\rangle$.

## The excited vector $(H-E)xg$

Apply the first commutator to $g$ and use $Hg=Eg$:
$$-ip_xg = Hxg - Wxg - x(Eg) + xWg .$$
Rearranging gives
$$(H-E)xg = -ip_xg + Wxg - xWg .$$

```lean
/-- If `[H - W, x] = -i px` and `H g = E g`, then `(H - E) x g = -i px g + [W, x] g`. -/
theorem excitation {H W x px : Module.End ℂ V} {g : V} {E : ℝ}
    (hHx : (H - W) * x - x * (H - W) = (-I) • px) (hg : H g = (E : ℂ) • g) :
    H (x g) - (E : ℂ) • x g = (-I) • px g + W (x g) - x (W g) := by
  have h := LinearMap.congr_fun hHx g
  simp only [LinearMap.sub_apply, Module.End.mul_apply, LinearMap.smul_apply,
    map_sub, hg, map_smul] at h
  have regroup : ∀ p q r s : V, p - r = (p - q - (r - s)) + q - s := by
    intro p q r s
    abel
  rw [← h]
  exact regroup _ _ _ _
```

`LinearMap.congr_fun` applies the operator identity to $g$, `simp` inserts the eigenvalue equation, and `regroup` does the rearrangement. The same lemma serves for $y$.

## The sum rule

Move $x$ to the right-hand side of the inner product:
$$A(xg,yg)=\langle g,\,x(-ip_y+Wy-yW)g\rangle .$$
Exchange $x$ and $y$ for the other amplitude and subtract. The terms $xyWg$ and $yxWg$ cancel because the positions commute, which leaves
$$A(xg,yg)-A(yg,xg) = -i\langle g,L_zg\rangle+\langle g,Cg\rangle .$$

```lean
/-- Energy-weighted sum rule: under the sum-rule relations, the antisymmetric energy-weighted
amplitude is `-i ⟨g, Lz g⟩ + ⟨g, (x W y - y W x) g⟩`. -/
theorem orbital_sum_rule {H W x y px py : Module.End ℂ V} {g : V} {E : ℝ}
    (r : Relations H W x y px py g E) :
    energyWeighted H E (x g) (y g) - energyWeighted H E (y g) (x g) =
      -I * inner ℂ g (orbitalMoment x y px py g) + inner ℂ g (nonlocalTerm W x y g) := by
  -- the terms x y W and y x W cancel because the positions commute
  have key : x ((-I) • py g + W (y g) - y (W g)) - y ((-I) • px g + W (x g) - x (W g)) =
      (-I) • orbitalMoment x y px py g + nonlocalTerm W x y g := by
    have c := LinearMap.congr_fun r.comm (W g)
    simp only [Module.End.mul_apply] at c
    have cancel : ∀ p q s t u : V, (p + q - u) - (s + t - u) = (p - s) + (q - t) := by
      intro p q s t u
      abel
    simp only [orbitalMoment, nonlocalTerm, LinearMap.sub_apply, Module.End.mul_apply,
      map_add, map_sub, map_smul, smul_sub]
    rw [c]
    exact cancel _ _ _ _ _
  have hx : ∀ v, inner ℂ (x g) v = inner ℂ g (x v) := fun v => r.symm_x g v
  have hy : ∀ v, inner ℂ (y g) v = inner ℂ g (y v) := fun v => r.symm_y g v
  unfold energyWeighted
  rw [excitation r.velocity_x r.eigen, excitation r.velocity_y r.eigen, hx, hy,
    ← inner_sub_right, key, inner_add_right, inner_smul_right]
```

The identity `key` is this subtraction at the level of vectors, with `cancel` removing the common term. `hx` and `hy` are the symmetry of the positions, and the last rewrites assemble the inner products.

## Local potentials give no correction

If $W$ commutes with $x$ and $y$, then $xWy = Wxy$ and $yWx = Wyx$. These are equal, so $C=0$ and only the orbital moment remains.

```lean
/-- For commuting `x` and `y`, a potential that commutes with both of them has
`x W y - y W x = 0`. -/
theorem nonlocalTerm_eq_zero {W x y : Module.End ℂ V} (hxy : x * y = y * x)
    (hWx : W * x = x * W) (hWy : W * y = y * W) : nonlocalTerm W x y = 0 := by
  unfold nonlocalTerm
  rw [← hWx, ← hWy, mul_assoc W x y, mul_assoc W y x, hxy, sub_self]
```

The rewrites move $W$ to the left in both products and then use $xy=yx$.

## Circular polarisation

For any $u,v$, expanding both arguments gives
$$A(u\pm iv,u\pm iv)=A(u,u)+A(v,v)\pm i\,[A(u,v)-A(v,u)] .$$
The difference of the two signs is $2i[A(u,v)-A(v,u)]$. With $u=xg$ and $v=yg$, the sum rule turns this into
$$2i\left(-i\langle g,L_zg\rangle+\langle g,Cg\rangle\right)=2\langle g,L_zg\rangle+2i\langle g,Cg\rangle .$$

```lean
/-- Circular dichroism: under the sum-rule relations, the energy-weighted strengths of `x + i y` and
`x - i y` differ by `2⟨g, Lz g⟩ + 2i⟨g, (x W y - y W x) g⟩`. -/
theorem circular_dichroism {H W x y px py : Module.End ℂ V} {g : V} {E : ℝ}
    (r : Relations H W x y px py g E) :
    energyWeighted H E (x g + I • y g) (x g + I • y g) -
        energyWeighted H E (x g - I • y g) (x g - I • y g) =
      2 * inner ℂ g (orbitalMoment x y px py g) +
        2 * I * inner ℂ g (nonlocalTerm W x y g) := by
  -- polarisation: only the cross terms between x and y survive
  have pol : ∀ u v : V, energyWeighted H E (u + I • v) (u + I • v) -
      energyWeighted H E (u - I • v) (u - I • v) =
      2 * I * (energyWeighted H E u v - energyWeighted H E v u) := by
    intro u v
    simp only [energyWeighted, map_add, map_sub, map_smul, smul_add, smul_sub,
      inner_add_left, inner_sub_left, inner_add_right, inner_sub_right,
      inner_smul_left, inner_smul_right, Complex.conj_I]
    ring
  rw [pol, orbital_sum_rule r]
  linear_combination (-2 * inner ℂ g (orbitalMoment x y px py g)) * Complex.I_sq
```

Here `pol` is the expansion, and the closing `linear_combination` uses $i^2=-1$.

To recover the spectrum for a Hermitian $H$ in finite dimension, insert an orthonormal eigenbasis $f_n$ with energies $e_n$: $A(v,v)=\sum_n(e_n-E)|\langle f_n,v\rangle|^2$. This expansion is not formalised here. If the sum-rule relations hold with the physical momentum and $g$ is normalised, the orbital moment is half of what remains of the energy-weighted dichroism after $2i\langle g,Cg\rangle$ is subtracted. The subtraction changes nothing when $\langle g,Cg\rangle=0$. In a truncated basis the relations have to be checked, because the projected matrices of $x$ and $y$ need not commute and the commutator of the projected kinetic energy with $x$ need not give the projected momentum.

## A momentum for any $H$ and $W$

The commutator relations can always be met by defining $p_x=i[H-W,x]$.

```lean
/-- The momentum `i [H - W, x]` generated by the part of `H` without the potential `W`. -/
noncomputable def momentum (H W x : Module.End ℂ V) : Module.End ℂ V :=
  I • ((H - W) * x - x * (H - W))
```

Indeed $-ip_x=-i\cdot i\,[H-W,x]=[H-W,x]$.

```lean
/-- The momentum `p = i [H - W, x]` obeys `[H - W, x] = -i p`. -/
theorem momentum_relation (H W x : Module.End ℂ V) :
    (H - W) * x - x * (H - W) = (-I) • momentum H W x := by
  have h : -I * I = 1 := by rw [neg_mul, Complex.I_mul_I, neg_neg]
  rw [momentum, smul_smul, h, one_smul]
```

Whether this operator is the physical momentum depends on $H-W$ having the form described above.

## Two sites with a nonzero correction

A small model needs operators $|u\rangle\langle v|$, which send $w$ to $\langle v,w\rangle u$.

```lean
/-- The rank-one operator `|u⟩⟨v|`. -/
noncomputable def ketbra (u v : V) : Module.End ℂ V where
  toFun w := (inner ℂ v w : ℂ) • u
  map_add' w z := by simp only [inner_add_right, add_smul]
  map_smul' t w := by simp only [inner_smul_right, mul_smul, RingHom.id_apply]

/-- The operator `|u⟩⟨v|` sends `w` to `⟨v, w⟩ u`. -/
theorem ketbra_apply (u v w : V) : ketbra u v w = (inner ℂ v w : ℂ) • u := rfl
```

The projector-like case $|u\rangle\langle u|$ is symmetric, since $\langle\langle u,v\rangle u,w\rangle=\langle v,u\rangle\langle u,w\rangle=\langle v,\langle u,w\rangle u\rangle$.

```lean
/-- The operator `|u⟩⟨u|` is symmetric. -/
theorem ketbra_symmetric (u : V) : LinearMap.IsSymmetric (ketbra u u) := by
  intro v w
  simp only [ketbra_apply, inner_smul_left, inner_smul_right, inner_conj_symm]
  ring
```

Place orthonormal orbitals $a$ and $b$ at the points $(1,0)$ and $(0,1)$, so that $x=|a\rangle\langle a|$ and $y=|b\rangle\langle b|$. Take
$$H=|a\rangle\langle b|+|b\rangle\langle a|,\qquad W=i(|b\rangle\langle a|-|a\rangle\langle b|),\qquad g=a+b,\quad E=1 .$$
Then $xWy=-i|a\rangle\langle b|$ and $yWx=i|b\rangle\langle a|$, so $C=-iH$ and $\langle g,Cg\rangle=-2i$. For the normalised state $(a+b)/\sqrt2$ the value is $-i$.

This is an algebraic test case, not a model of a real pseudopotential: $H-W$ is a complex hopping rather than a kinetic energy plus a local potential. The momenta here are just the operators $i[H-W,x]$ and $i[H-W,y]$, and $L_z$ is built from them. The other terms follow by hand. The momenta are
$$p_x=(1-i)|a\rangle\langle b|+(1+i)|b\rangle\langle a|,\qquad p_y=-p_x,$$
which gives $\langle g,L_zg\rangle=(-1+i)+(-1-i)=-2$. The right side of the sum rule is $-i(-2)-2i=0$. On the left, $xg=a$ and $yg=b$, and both amplitudes equal $1$, so the difference is again $0$. In the normalised state the dichroism is $2(-1)+2i(-i)=0$; without the correction one would have predicted $-2$.

```lean
/-- For orthonormal orbitals `a`, `b`, the hopping `H = |a⟩⟨b| + |b⟩⟨a|`, the potential
`W = i(|b⟩⟨a| - |a⟩⟨b|)`, positions `|a⟩⟨a|`, `|b⟩⟨b|` and the state `a + b` satisfy the sum-rule
relations with `E = 1` and the momenta `i [H - W, x]`, `i [H - W, y]`. For the unnormalised vector
`g = a + b`, `⟨g, (x W y - y W x) g⟩ = -2i`. -/
theorem orbital_sum_rule_witness (a b : V) (haa : inner ℂ a a = (1 : ℂ))
    (hbb : inner ℂ b b = (1 : ℂ)) (hab : inner ℂ a b = (0 : ℂ)) :
    Relations (ketbra a b + ketbra b a) (I • (ketbra b a - ketbra a b))
      (ketbra a a) (ketbra b b)
      (momentum (ketbra a b + ketbra b a) (I • (ketbra b a - ketbra a b)) (ketbra a a))
      (momentum (ketbra a b + ketbra b a) (I • (ketbra b a - ketbra a b)) (ketbra b b))
      (a + b) 1 ∧
    inner ℂ (a + b) (nonlocalTerm (I • (ketbra b a - ketbra a b))
      (ketbra a a) (ketbra b b) (a + b)) = -2 * I := by
  have hba : inner ℂ b a = (0 : ℂ) := by rw [← inner_conj_symm, hab, map_zero]
  refine ⟨⟨ketbra_symmetric a, ketbra_symmetric b, ?_, momentum_relation _ _ _,
    momentum_relation _ _ _, ?_⟩, ?_⟩
  · -- projectors on orthogonal orbitals annihilate each other
    refine LinearMap.ext fun v => ?_
    simp only [Module.End.mul_apply, ketbra_apply, inner_smul_right, hab, hba,
      mul_zero, zero_smul]
  · simp only [LinearMap.add_apply, ketbra_apply, inner_add_right, haa, hbb, hab, hba,
      zero_add, add_zero, one_smul, Complex.ofReal_one]
  · simp only [nonlocalTerm, LinearMap.sub_apply, LinearMap.smul_apply,
      Module.End.mul_apply, ketbra_apply, inner_add_left, inner_add_right,
      inner_sub_right, inner_smul_right, haa, hbb, hab, hba]
    ring

end DichroismSumRule
```

The theorem verifies all the relations and the value $-2i$. Orthogonality of $a$ and $b$ makes $xy=yx=0$, `momentum_relation` supplies the commutators, and the remaining goals reduce to the inner products of $a$ and $b$.

```lean
#print axioms DichroismSumRule.orbital_sum_rule
-- 'DichroismSumRule.orbital_sum_rule' depends on axioms: [propext, Classical.choice, Quot.sound]
#print axioms DichroismSumRule.nonlocalTerm_eq_zero
-- 'DichroismSumRule.nonlocalTerm_eq_zero' depends on axioms: [propext, Classical.choice, Quot.sound]
#print axioms DichroismSumRule.circular_dichroism
-- 'DichroismSumRule.circular_dichroism' depends on axioms: [propext, Classical.choice, Quot.sound]
```
